# For slabs of given stiffness, the largest stress threshold that guarantees a strain tolerance falls as the inverse of the cell height

When the in-plane lattice of a slab is relaxed in a plane-wave calculation, the periodic cell contains the slab and a layer of vacuum. The stress is the strain derivative of the energy divided by the volume of the whole cell. Suppose that the relaxation stops once the norm of this stress is at most a chosen threshold; actual codes may test the largest component instead, or forces and energies as well. Vacuum adds volume and no stiffness, so the same residual force on the lattice is reported as a smaller stress in a taller cell. How far from equilibrium can the lattice still be when the relaxation stops?

Let the slab have area $A$, the cell height $L$, and the energy $E(e)$ at in-plane strain $e$, with equilibrium at $e_0$. If the slab resists every change of strain with a stiffness of at least $Y$ per area, a stress of size at most $s$ leaves a strain error of at most $sL/Y$. A harmonic slab with the same stiffness $Y$ per area in every strain direction reaches this bound.

## Strain, stress and stiffness

In-plane strain has several components, so $e$ is taken as a vector in a real inner product space $V$. For the three in-plane components one can use symmetric $2\times2$ matrices with $\|e\|^2=e_{xx}^2+e_{yy}^2+2e_{xy}^2$. Completeness of $V$, automatic in finite dimension, lets the derivative of $E$ be represented by a gradient vector.

```lean
import Mathlib

open Set

noncomputable section

namespace SlabVacuumStress

variable {V : Type*} [NormedAddCommGroup V] [InnerProductSpace ℝ V] [CompleteSpace V]
```

The stress is
$$\sigma_L(e)=\frac{\nabla E(e)}{AL}.$$
The sign convention is that of a positive energy derivative; the opposite sign would leave all the norms below unchanged. The area $A$ is a fixed reference area. A plane-wave code usually differentiates with respect to a strain of the current cell and divides by the current volume. Identifying its output with $\sigma_L$ is the step that the hypotheses leave to the user, and it is reasonable for small strains and a well-converged basis. If $E(e)$ is the energy with the atoms relaxed at each strain, the residual forces on the atoms must also be negligible.

```lean
/-- The stress reported for a cell of area `A` and height `L` (both nonzero): the strain
gradient of the energy divided by the cell volume, vacuum included. -/
def stress (A L : ℝ) (E : V → ℝ) (e : V) : V := (A * L)⁻¹ • gradient E e
```

The stiffness condition compares the gradients at any two strains $e$ and $f$:
$$AY\|e-f\|^2\le\langle\nabla E(e)-\nabla E(f),\,e-f\rangle .$$
The constant $Y$ stands for the elastic resistance of the slab in its softest strain direction. It is an energy per area, or force per length, and not the Young's modulus of a bulk solid that the letter often denotes. The condition is assumed for all strains, whereas a real slab can be expected to satisfy it only in a region around equilibrium.

```lean
/-- The slab of area `A` has stiffness at least `Y` per area: the energy gradient grows at least
at the rate `A * Y` along every change of strain. -/
def IsStiff (A Y : ℝ) (E : V → ℝ) : Prop :=
  ∀ e f : V, A * Y * ‖e - f‖ ^ 2 ≤ inner ℝ (gradient E e - gradient E f) (e - f)
```

A real slab usually has different stiffnesses for different kinds of strain. The simplest energy that meets the condition is quadratic, with the same stiffness $Y$ per area in every strain direction:
$$E_{\mathrm h}(e)=\frac{AY}{2}\|e-e_0\|^2 .$$

```lean
/-- The energy of a harmonic slab with equilibrium strain `e0`. -/
def harmonic (A Y : ℝ) (e0 e : V) : ℝ := A * Y / 2 * ‖e - e0‖ ^ 2
```

## Stress times height is independent of the vacuum

For one energy function $E$ and two nonzero heights $L$ and $L'$,
$$L\,\sigma_L(e)=\frac{\nabla E(e)}{A}=L'\sigma_{L'}(e).$$
Using the same $E$ for both cells means that the periodic images of the slab no longer interact noticeably. The Lean proof brings both sides to the middle expression by cancelling the height.

```lean
/-- For a given slab energy, stress times cell height is the same in any two cells of
nonzero height. -/
theorem height_smul_stress (A : ℝ) {L L' : ℝ} (hL : L ≠ 0) (hL' : L' ≠ 0)
    (E : V → ℝ) (e : V) : L • stress A L E e = L' • stress A L' E e := by
  have h : ∀ x : ℝ, x ≠ 0 → x • stress A x E e = A⁻¹ • gradient E e := by
    intro x hx
    rw [stress, smul_smul, mul_inv, mul_comm A⁻¹, ← mul_assoc, mul_inv_cancel₀ hx, one_mul]
  rw [h L hL, h L' hL']
```

## A quadratic lower bound on the energy

Follow the energy along the straight path $e+td$, where $d$ is an added strain and $t$ a real parameter. The chain rule gives
$$\frac{d}{dt}E(e+td)=\langle\nabla E(e+td),d\rangle .$$
In Lean, `HasDerivAt` states both that the derivative exists and that it has this value.

```lean
/-- Along a straight strain path, the energy of a differentiable slab changes at the rate given
by its gradient. -/
theorem hasDerivAt_path {E : V → ℝ} (hE : Differentiable ℝ E) (e d : V) (t : ℝ) :
    HasDerivAt (fun t : ℝ => E (e + t • d)) (inner ℝ (gradient E (e + t • d)) d) t := by
  have hl : HasDerivAt (fun t : ℝ => e + t • d) d t := by
    simpa using ((hasDerivAt_id' t).smul_const d).const_add e
  have h := (hE (e + t • d)).hasGradientAt.hasFDerivAt.comp_hasDerivAt t hl
  simpa [Function.comp_def] using h
```

Now subtract the tangent and the harmonic energy:
$$r(t)=E(e+td)-t\langle\nabla E(e),d\rangle-\frac{AY}{2}\|d\|^2t^2 .$$
Its derivative is
$$r'(t)=\langle\nabla E(e+td)-\nabla E(e),d\rangle-AY\|d\|^2t .$$
The stiffness condition for the strains $e+td$ and $e$ reads
$$AYt^2\|d\|^2\le t\,\langle\nabla E(e+td)-\nabla E(e),d\rangle .$$
Dividing by $t>0$ shows that $r'(t)\ge0$. Hence $r(0)\le r(1)$, which is
$$E(e)+\langle\nabla E(e),d\rangle+\frac{AY}{2}\|d\|^2\le E(e+d).$$
In the proof, `hd` is the formula for $r'$, and `monotoneOn_of_deriv_nonneg` turns its sign into monotonicity on $[0,1]$. The division by $t$ is done by `le_of_mul_le_mul_left`.

```lean
/-- The energy of a differentiable stiff slab lies above its tangent by at least the harmonic
energy of the added strain `d`. -/
theorem energy_lower_bound {A Y : ℝ} {E : V → ℝ} (hE : Differentiable ℝ E)
    (hS : IsStiff A Y E) (e d : V) :
    E e + inner ℝ (gradient E e) d + A * Y / 2 * ‖d‖ ^ 2 ≤ E (e + d) := by
  -- subtract the tangent and the harmonic energy along the path
  have hd : ∀ t : ℝ, HasDerivAt
      (fun t : ℝ => E (e + t • d) - t * inner ℝ (gradient E e) d
        - A * Y / 2 * ‖d‖ ^ 2 * (t * t))
      (inner ℝ (gradient E (e + t • d)) d - inner ℝ (gradient E e) d
        - A * Y * ‖d‖ ^ 2 * t) t := by
    intro t
    refine (((hasDerivAt_path hE e d t).fun_sub
      ((hasDerivAt_id' t).mul_const (inner ℝ (gradient E e) d))).fun_sub
      (((hasDerivAt_id' t).fun_mul (hasDerivAt_id' t)).const_mul
        (A * Y / 2 * ‖d‖ ^ 2))).congr_deriv ?_
    ring
  -- by stiffness the remainder never decreases
  have hm := monotoneOn_of_deriv_nonneg (convex_Icc (0 : ℝ) 1)
    (fun t _ => (hd t).continuousAt.continuousWithinAt)
    (fun t _ => (hd t).differentiableAt.differentiableWithinAt)
    (by
      intro t ht
      rw [interior_Icc] at ht
      rw [(hd t).deriv]
      have h := hS (e + t • d) e
      rw [add_sub_cancel_left, norm_smul, Real.norm_of_nonneg ht.1.le,
        real_inner_smul_right, inner_sub_left] at h
      refine le_of_mul_le_mul_left ?_ ht.1
      nlinarith [h])
  have h := hm (left_mem_Icc.2 zero_le_one) (right_mem_Icc.2 zero_le_one) zero_le_one
  simp only [zero_smul, one_smul, add_zero, zero_mul, one_mul, mul_zero, mul_one,
    sub_zero] at h
  linarith
```

For $A,Y>0$, setting $e=e_0$ with $\nabla E(e_0)=0$ shows that $e_0$ is the unique energy minimum.

## From the stress threshold to strain and energy errors

Let $A$, $L$ and $Y$ be positive, $\nabla E(e_0)=0$ and $\|\sigma_L(e)\|\le s$. Write $\rho=\|e-e_0\|$. The threshold gives $\|\nabla E(e)\|\le ALs$. Stiffness between $e$ and $e_0$, followed by the Cauchy–Schwarz inequality, gives
$$AY\rho^2\le\langle\nabla E(e),e-e_0\rangle\le ALs\,\rho .$$
If $\rho>0$, division by $AY\rho$ yields $\rho\le sL/Y$. If $\rho=0$, the bound holds because $s\ge0$. The area cancels from the result.

For the energy, use the quadratic lower bound at $e$ with $d=e_0-e$:
$$E(e)-E(e_0)\le ALs\,\rho-\frac{AY}{2}\rho^2
=\frac{A(sL)^2}{2Y}-\frac{A}{2Y}(sL-Y\rho)^2\le\frac{A(sL)^2}{2Y}.$$

The theorem states the two bounds together. Its facts `hg` and `hw` are the gradient bound and the Cauchy–Schwarz step. The strain bound is proved by contradiction: $sL<Y\rho$ would force $\rho>0$ and violate the displayed chain. The last `nlinarith` completes the square.

```lean
/-- For a differentiable stiff slab with equilibrium strain `e0`, a stress of norm at most `s`
bounds the strain error by `s * L / Y` and the energy error by `A * (s * L) ^ 2 / (2 * Y)`. Here
`A`, `L` and `Y` are positive. -/
theorem strain_and_energy_error {A L Y s : ℝ} (hA : 0 < A) (hL : 0 < L) (hY : 0 < Y)
    {E : V → ℝ} (hE : Differentiable ℝ E) (hS : IsStiff A Y E) {e0 e : V}
    (h0 : gradient E e0 = 0) (hs : ‖stress A L E e‖ ≤ s) :
    ‖e - e0‖ ≤ s * L / Y ∧ E e - E e0 ≤ A * (s * L) ^ 2 / (2 * Y) := by
  have hs0 : 0 ≤ s := (norm_nonneg _).trans hs
  have hAL : 0 < A * L := mul_pos hA hL
  have hg : ‖gradient E e‖ ≤ A * L * s := by
    rw [stress, norm_smul, Real.norm_of_nonneg (inv_pos.2 hAL).le] at hs
    calc ‖gradient E e‖ = A * L * ((A * L)⁻¹ * ‖gradient E e‖) := by
          rw [← mul_assoc, mul_inv_cancel₀ hAL.ne', one_mul]
      _ ≤ A * L * s := mul_le_mul_of_nonneg_left hs hAL.le
  -- Cauchy-Schwarz bounds the work of the residual stress
  have hw : inner ℝ (gradient E e) (e - e0) ≤ A * L * s * ‖e - e0‖ :=
    (real_inner_le_norm _ _).trans (mul_le_mul_of_nonneg_right hg (norm_nonneg _))
  constructor
  · have h := hS e e0
    rw [h0, sub_zero] at h
    rw [le_div_iff₀ hY]
    by_contra hc
    have hc' : s * L < ‖e - e0‖ * Y := lt_of_not_ge hc
    have hr : 0 < ‖e - e0‖ := by
      have h1 : 0 < ‖e - e0‖ * Y := (mul_nonneg hs0 hL.le).trans_lt hc'
      exact pos_of_mul_pos_left h1 hY.le
    nlinarith [mul_pos (mul_pos hA hr) (sub_pos.2 hc')]
  · have h := energy_lower_bound hE hS e (e0 - e)
    rw [add_sub_cancel, ← neg_sub e e0, inner_neg_right, norm_neg] at h
    have h1 : E e - E e0 ≤ A * L * s * ‖e - e0‖ - A * Y / 2 * ‖e - e0‖ ^ 2 := by
      linarith
    rw [le_div_iff₀ (by positivity)]
    -- complete the square
    nlinarith [mul_le_mul_of_nonneg_right h1 (by positivity : 0 ≤ 2 * Y),
      mul_nonneg hA.le (sq_nonneg (s * L - Y * ‖e - e0‖))]
```

With a single strain component, the gradient is the ordinary derivative and the norm is the absolute value. The hypotheses become
$$AY(e-f)^2\le(E'(e)-E'(f))(e-f),\qquad E'(e_0)=0,\qquad \left|\frac{E'(e)}{AL}\right|\le s,$$
and the conclusions are
$$|e-e_0|\le\frac{sL}{Y},\qquad E(e)-E(e_0)\le\frac{A(sL)^2}{2Y}.$$
The proof identifies `gradient E x` with `deriv E x`, translates the stiffness condition, and applies the vector theorem.

```lean
/-- One strain component: for a differentiable energy with `E'(e0) = 0` and stiffness at least `Y`
per area, a stress of size at most `s` bounds the errors in strain and energy. Here `A`, `L` and `Y`
are positive. -/
theorem uniaxial_error {A L Y s : ℝ} (hA : 0 < A) (hL : 0 < L) (hY : 0 < Y)
    {E : ℝ → ℝ} (hE : Differentiable ℝ E)
    (hS : ∀ e f, A * Y * (e - f) ^ 2 ≤ (deriv E e - deriv E f) * (e - f))
    {e0 e : ℝ} (h0 : deriv E e0 = 0) (hs : |deriv E e / (A * L)| ≤ s) :
    |e - e0| ≤ s * L / Y ∧ E e - E e0 ≤ A * (s * L) ^ 2 / (2 * Y) := by
  have hg : ∀ x, gradient E x = deriv E x := by
    intro x
    have key : ∀ g : ℝ, HasGradientAt E g x → deriv E x = g := by
      intro g h
      simpa using h.hasFDerivAt.hasDerivAt.deriv
    exact (key _ (hE x).hasGradientAt).symm
  have hS' : IsStiff A Y E := by
    intro x y
    have h := hS x y
    rw [hg, hg, Real.norm_eq_abs, sq_abs, real_inner_comm]
    simpa [mul_comm] using h
  refine strain_and_energy_error hA hL hY hE hS' ((hg e0).trans h0) ?_
  rwa [stress, hg, smul_eq_mul, Real.norm_eq_abs, mul_comm, ← div_eq_mul_inv]
```

## The harmonic slab reaches both bounds

Differentiating the quadratic energy gives
$$\nabla E_{\mathrm h}(e)=AY(e-e_0).$$
Lean obtains this from the derivative of a squared norm.

```lean
/-- The energy gradient of the harmonic slab is linear in the strain measured from `e0`. -/
theorem hasGradientAt_harmonic (A Y : ℝ) (e0 e : V) :
    HasGradientAt (harmonic A Y e0) ((A * Y) • (e - e0)) e := by
  have h1 : HasFDerivAt (fun x : V => x - e0) (ContinuousLinearMap.id ℝ V) e :=
    (hasFDerivAt_id e).sub_const e0
  rw [hasGradientAt_iff_hasFDerivAt]
  refine (h1.norm_sq.const_mul (A * Y / 2)).congr_fderiv ?_
  ext v
  simp
  ring
```

The stress therefore satisfies
$$L\|\sigma_L(e)\|=Y\|e-e_0\| .$$
Dividing by $Y$ gives equality in the strain bound when $s$ is the actual stress norm $\|\sigma_L(e)\|$. For the energy,
$$E_{\mathrm h}(e)-E_{\mathrm h}(e_0)=\frac{AY}{2}\|e-e_0\|^2=\frac{A(L\|\sigma_L(e)\|)^2}{2Y}.$$
Both equalities hold at every strain because this model is equally stiff in all strain directions. A harmonic slab with several stiffnesses, the smallest being $Y$, reaches the bounds only for strains along its softest directions. In the proof, `h` is the relation between stress and strain, and the rest is algebra.

```lean
/-- For the harmonic slab both error bounds are equalities at every strain, with `s` the norm of the
stress there and `A`, `L`, `Y` positive. -/
theorem harmonic_attains {A L Y : ℝ} (hA : 0 < A) (hL : 0 < L) (hY : 0 < Y) (e0 e : V) :
    ‖e - e0‖ = ‖stress A L (harmonic A Y e0) e‖ * L / Y ∧
    harmonic A Y e0 e - harmonic A Y e0 e0 =
      A * (‖stress A L (harmonic A Y e0) e‖ * L) ^ 2 / (2 * Y) := by
  have h : ‖stress A L (harmonic A Y e0) e‖ * L = Y * ‖e - e0‖ := by
    rw [stress, (hasGradientAt_harmonic A Y e0 e).gradient, norm_smul, norm_smul,
      Real.norm_of_nonneg (by positivity), Real.norm_of_nonneg (by positivity)]
    field_simp
  rw [h]
  constructor
  · field_simp
  · simp only [harmonic, sub_self, norm_zero]
    field_simp
    ring
```

## The admissible threshold scales as $1/L$

Suppose that a strain error of at most $\delta$ is wanted for every differentiable slab energy with stiffness at least $Y$ per area and equilibrium at $e_0$. A threshold $s\ge0$ guarantees this exactly when
$$s\le\frac{Y\delta}{L}.$$

If the inequality holds, the strain bound gives $\|e-e_0\|\le sL/Y\le\delta$. Conversely, suppose that the guarantee holds. Choose a strain $u$ with $\|u\|=sL/Y$ and put the harmonic slab at $e_0+u$. Its stress has norm exactly $s$, so it passes the threshold, and the guarantee gives $sL/Y\le\delta$.

The hypothesis `Nontrivial V` says that there is at least one strain component, which supplies the vector $u$ through `exists_norm_eq`. The proof also checks that the harmonic slab belongs to the class: it is differentiable, satisfies the stiffness condition with equality, and has zero gradient at $e_0$.

The equivalence concerns the whole class of slabs. A particular slab that is stiffer than $Y$ may meet the tolerance with a looser threshold.

```lean
/-- A stress threshold `s ≥ 0` guarantees the strain tolerance `δ` for all differentiable slabs of
stiffness at least `Y` per area and equilibrium strain `e0` exactly when `s ≤ Y * δ / L`. Here `A`,
`L` and `Y` are positive, and there is at least one strain component. -/
theorem threshold_iff [Nontrivial V] {A L Y s : ℝ} (hA : 0 < A) (hL : 0 < L) (hY : 0 < Y)
    (hs : 0 ≤ s) (δ : ℝ) (e0 : V) :
    (∀ E : V → ℝ, Differentiable ℝ E → IsStiff A Y E → gradient E e0 = 0 →
      ∀ e, ‖stress A L E e‖ ≤ s → ‖e - e0‖ ≤ δ) ↔ s ≤ Y * δ / L := by
  have hiff : s * L / Y ≤ δ ↔ s ≤ Y * δ / L := by
    rw [div_le_iff₀ hY, le_div_iff₀ hL, mul_comm δ Y]
  rw [← hiff]
  constructor
  · intro h
    -- strain the harmonic slab until its stress reaches the threshold
    obtain ⟨u, hu⟩ := exists_norm_eq V (by positivity : 0 ≤ s * L / Y)
    have hg := fun x : V => (hasGradientAt_harmonic A Y e0 x).gradient
    have ha := (harmonic_attains hA hL hY e0 (e0 + u)).1
    rw [add_sub_cancel_left, hu, div_left_inj' hY.ne'] at ha
    have hstress := mul_right_cancel₀ hL.ne' ha
    have hb := h (harmonic A Y e0)
      (fun x => (hasGradientAt_harmonic A Y e0 x).hasFDerivAt.differentiableAt)
      (fun x y => by
        rw [hg, hg, ← smul_sub, sub_sub_sub_cancel_right, real_inner_smul_left,
          real_inner_self_eq_norm_sq])
      (by rw [hg, sub_self, smul_zero]) (e0 + u) hstress.symm.le
    rwa [add_sub_cancel_left, hu] at hb
  · intro h E hE hS h0 e he
    exact (strain_and_energy_error hA hL hY hE hS h0 he).1.trans h

end SlabVacuumStress
```

In simulation practice, for slabs that satisfy the stiffness condition and whose energy no longer depends on the vacuum thickness, a stress threshold keeps its guaranteed strain accuracy if $sL$ is held fixed. Doubling the cell height then calls for half the threshold.

```lean
#print axioms SlabVacuumStress.height_smul_stress
#print axioms SlabVacuumStress.uniaxial_error
#print axioms SlabVacuumStress.threshold_iff
```

```
'SlabVacuumStress.height_smul_stress' depends on axioms: [propext, Classical.choice, Quot.sound]
'SlabVacuumStress.uniaxial_error' depends on axioms: [propext, Classical.choice, Quot.sound]
'SlabVacuumStress.threshold_iff' depends on axioms: [propext, Classical.choice, Quot.sound]
```
